# Disjoint even and odd binomial spectra on n + 1 ≥ 2 equally spaced non-negative energies whose zero-temperature imaginary-time Green's functions differ by less than 2^(1−n)

## Discrete spectra and their Green's functions

Fix a natural number n and a real grid spacing h. The energies are E_j = jh for j = 0, 1, …, n. A spectrum on this grid is a list of real weights a_0, …, a_n, that is, a spectral function made of delta peaks,

A(ω) = ∑_j a_j δ(ω − jh).

All sums over j run from 0 to n. With ħ = 1, the imaginary time τ has the dimension of an inverse energy, and the Green's function of the spectrum is defined as

G(τ) = −∫ A(ω) exp(−τω) dω = −∑_j a_j exp(−τ j h).

This is the zero-temperature form of G(τ) = −⟨c(τ) c†(0)⟩ for positive τ. Here c† adds a particle to one orbital, E_j is the energy of a state with one more particle, measured from the ground-state energy and the chemical potential, and a_j is the squared overlap of that state with c† acting on the ground state. The average is taken in one chosen ground state; a peak at energy 0 means that a state with one more particle is degenerate with it at this chemical potential. The value at τ = 0 is the limit from above. The condition h > 0 says that the addition energies are non-negative and distinct. A physical spectrum has a_j ≥ 0, and the normalisation ∑_j a_j = 1 is the sum rule ⟨c c†⟩ = 1 for a fermionic orbital that is empty in the ground state.

Two spectra a and b on the same grid are compared by their ℓ¹ distance,

‖a − b‖₁ = ∑_j |a_j − b_j|.

For two non-negative spectra of total weight 1 the triangle inequality bounds this distance by 2.

## The even and the odd binomial spectrum

With C(n, j) the binomial coefficient, define the weights

w_j = 2 C(n, j) / 2^n = C(n, j) / 2^(n−1).

The even spectrum p has p_j = w_j for even j and p_j = 0 for odd j. The odd spectrum q has q_j = w_j for odd j and q_j = 0 for even j. Their Green's functions are called G_even and G_odd.

For n = 1 the weights are (1, 1), so p is one peak at energy 0 and q is one peak at energy h. For n = 2 they are (1/2, 1, 1/2), so p has two peaks of weight 1/2 at 0 and 2h, and q has one peak of weight 1 at h.

Many quantum Monte Carlo impurity solvers in DMFT deliver G at imaginary times with a statistical error, and the spectrum has to be inferred from such data; in a finite, zero-temperature model with prescribed weights, the pair p, q shows that a small absolute error in G can hide whether the peaks sit on the even or on the odd grid points.

## What holds for the pair

Let n ≥ 1 and h > 0. Then p and q are non-negative, p_j q_j = 0 for every j, each spectrum has total weight 1, and ‖p − q‖₁ = 2. For every τ ≥ 0,

|G_even(τ) − G_odd(τ)| = (1 − exp(−τh))^n / 2^(n−1) < 2^(1−n).

The difference G_odd(τ) − G_even(τ) tends to 2^(1−n) as τ → ∞, so the bound is approached and never reached. Finally, for every h > 0 and every tolerance ε > 0 there is an n ≥ 1 for which ‖p − q‖₁ = 2 while |G_even(τ) − G_odd(τ)| < ε for all τ ≥ 0. As an illustration, n = 11 gives the bound 2^(−10), below 10^(−3), and n = 21 gives 2^(−20), below 10^(−6).

## One generating function evaluated at three points

At each j one of p_j, q_j equals w_j ≥ 0 and the other is zero. This gives non-negativity and p_j q_j = 0, and also

p_j + q_j = w_j,

p_j − q_j = (−1)^j w_j.

For any real x the binomial theorem gives the generating function

W(x) = ∑_j w_j x^j = (2 / 2^n) ∑_j C(n, j) x^j = 2 (1 + x)^n / 2^n.

At x = 1 it yields ∑_j w_j = 2 · 2^n / 2^n = 2. Since |p_j − q_j| = |(−1)^j| w_j = w_j, the distance is

‖p − q‖₁ = ∑_j w_j = 2,

and since p_j + q_j = w_j, the total weights P = ∑_j p_j and Q = ∑_j q_j satisfy P + Q = 2.

At x = −1 it yields

P − Q = ∑_j (−1)^j w_j = 2 · 0^n / 2^n,

which is 0 for n ≥ 1. Adding and subtracting the two equations gives P = Q = 1.

For the third point set y = exp(−τh), so that exp(−τ j h) = y^j. Then

G_odd(τ) − G_even(τ) = −∑_j q_j y^j + ∑_j p_j y^j = ∑_j (p_j − q_j) y^j = ∑_j w_j (−y)^j = W(−y),

and therefore

G_odd(τ) − G_even(τ) = 2 (1 − y)^n / 2^n = (1 − y)^n / 2^(n−1).

This identity needs no condition on n, τ or h. For n = 2 it reads −y + (1 + y²)/2 = (1 − y)²/2.

Now take h > 0 and τ ≥ 0. Then τh ≥ 0, so 0 < y ≤ 1 and 0 ≤ 1 − y < 1. The difference is non-negative and equals its own absolute value. For n ≥ 1 a number in [0, 1) has its n-th power below 1, so (1 − y)^n / 2^(n−1) < 1 / 2^(n−1) = 2^(1−n). As τ → ∞ with h > 0, y → 0 and the difference tends to 1 / 2^(n−1). Given ε > 0, choose m with (1/2)^m < ε and put n = m + 1; then 2^(1−n) = (1/2)^m < ε, and the distance is still 2.

## In what sense the inversion is unstable

For τ > 0, h > 0 the two Green's functions are different, so the example does not concern uniqueness: exact data tell p from q. What fails is stability. No tolerance on the absolute error of G, uniform in τ, forces two normalised grid spectra to be closer than 2 in ℓ¹ when the number of grid points is unrestricted.

The tolerance is absolute and not relative. At large τ only the peak at zero energy survives, so G_even tends to −w_0 = −2^(1−n) while G_odd tends to 0, and data with small relative error at long times would separate the two. The ℓ¹ distance is also a strict measure, since it counts two peaks one grid spacing apart as entirely different; nothing is claimed about the spectra after broadening on a scale larger than h. The finite-temperature kernel with its Fermi factor, Matsubara frequencies, negative energies, continuous spectra and any Hamiltonian that would produce these weights are not treated.

## The definitions and theorems in Lean

```lean
import Mathlib

open Finset Filter Topology

namespace IllPosedContinuation

noncomputable section

/-- Imaginary-time Green's function `G(τ) = -∑ a_j exp(-τ j h)` of a spectrum with weights
`a_j` at the energies `j h`, `j = 0, …, n`. -/
def green (n : ℕ) (h : ℝ) (a : ℕ → ℝ) (τ : ℝ) : ℝ :=
  -∑ j ∈ range (n + 1), a j * Real.exp (-(τ * (j * h)))

/-- Binomial weight `2 C(n,j) / 2^n`, that is `C(n,j) / 2^(n-1)`. -/
def weight (n j : ℕ) : ℝ := 2 * (n.choose j : ℝ) / 2 ^ n

/-- Spectrum carrying the binomial weight on even grid points and zero on odd ones. -/
def evenSpec (n j : ℕ) : ℝ := if Even j then weight n j else 0

/-- Spectrum carrying the binomial weight on odd grid points and zero on even ones. -/
def oddSpec (n j : ℕ) : ℝ := if Even j then 0 else weight n j

/-- The `ℓ¹` distance of two spectra on the grid points `0, …, n`. -/
def l1Dist (n : ℕ) (a b : ℕ → ℝ) : ℝ := ∑ j ∈ range (n + 1), |a j - b j|

/-- Generating function of the binomial weights: `∑ w_j x^j = 2 (1 + x)^n / 2^n`. -/
theorem weight_generating (n : ℕ) (x : ℝ) :
    ∑ j ∈ range (n + 1), weight n j * x ^ j = 2 * (1 + x) ^ n / 2 ^ n := by
  rw [add_comm 1 x, add_pow, Finset.mul_sum, Finset.sum_div]
  refine Finset.sum_congr rfl fun j _ => ?_
  rw [weight, one_pow]
  ring

/-- Pointwise, the two spectra are nonnegative, their product vanishes, their sum is the
binomial weight and their difference is the weight with sign `(-1)^j`. -/
theorem spec_pointwise (n j : ℕ) :
    0 ≤ evenSpec n j ∧ 0 ≤ oddSpec n j ∧ evenSpec n j * oddSpec n j = 0 ∧
      evenSpec n j + oddSpec n j = weight n j ∧
      evenSpec n j - oddSpec n j = weight n j * (-1) ^ j := by
  have hw : 0 ≤ weight n j := by unfold weight; positivity
  unfold evenSpec oddSpec
  by_cases hj : Even j
  · rw [if_pos hj, if_pos hj, hj.neg_one_pow]
    exact ⟨hw, le_rfl, by ring, by ring, by ring⟩
  · rw [if_neg hj, if_neg hj, (Nat.not_even_iff_odd.mp hj).neg_one_pow]
    exact ⟨le_rfl, hw, by ring, by ring, by ring⟩

/-- The `ℓ¹` distance of the even and the odd spectrum equals `2`. -/
theorem l1Dist_eq_two (n : ℕ) : l1Dist n (evenSpec n) (oddSpec n) = 2 := by
  have h1 := weight_generating n 1
  have h2 : (2 : ℝ) * (1 + 1) ^ n / 2 ^ n = 2 := by
    rw [one_add_one_eq_two]
    field_simp
  rw [h2] at h1
  rw [l1Dist, ← h1]
  refine Finset.sum_congr rfl fun j _ => ?_
  have hw : 0 ≤ weight n j := by unfold weight; positivity
  rw [(spec_pointwise n j).2.2.2.2, abs_mul, abs_pow, abs_neg, abs_one, abs_of_nonneg hw]

/-- For `n ≥ 1` each of the two spectra has total weight one. -/
theorem spec_normalized {n : ℕ} (hn : 1 ≤ n) :
    ∑ j ∈ range (n + 1), evenSpec n j = 1 ∧ ∑ j ∈ range (n + 1), oddSpec n j = 1 := by
  -- generating function at x = 1: the weights add up to 2
  have hsum : ∑ j ∈ range (n + 1), evenSpec n j + ∑ j ∈ range (n + 1), oddSpec n j = 2 := by
    have h1 := weight_generating n 1
    have h2 : (2 : ℝ) * (1 + 1) ^ n / 2 ^ n = 2 := by
      rw [one_add_one_eq_two]
      field_simp
    rw [h2] at h1
    rw [← Finset.sum_add_distrib, ← h1]
    refine Finset.sum_congr rfl fun j _ => ?_
    rw [(spec_pointwise n j).2.2.2.1, one_pow, mul_one]
  -- generating function at x = -1: the alternating sum vanishes
  have hdiff : ∑ j ∈ range (n + 1), evenSpec n j - ∑ j ∈ range (n + 1), oddSpec n j = 0 := by
    have h1 := weight_generating n (-1)
    have hn0 : n ≠ 0 := by omega
    rw [add_neg_cancel, zero_pow hn0, mul_zero, zero_div] at h1
    rw [← Finset.sum_sub_distrib, ← h1]
    exact Finset.sum_congr rfl fun j _ => (spec_pointwise n j).2.2.2.2
  constructor <;> linarith

/-- The difference of the Green's functions is
`G_odd(τ) - G_even(τ) = (1 - exp(-τ h))^n / 2^(n-1)` for all real `τ` and `h`. -/
theorem green_diff (n : ℕ) (h τ : ℝ) :
    green n h (oddSpec n) τ - green n h (evenSpec n) τ
      = (1 - Real.exp (-(τ * h))) ^ n / 2 ^ ((n : ℤ) - 1) := by
  -- generating function at x = -exp(-τ h)
  have h1 := weight_generating n (-Real.exp (-(τ * h)))
  have h2 : (2 : ℝ) * (1 + -Real.exp (-(τ * h))) ^ n / 2 ^ n
      = (1 - Real.exp (-(τ * h))) ^ n / 2 ^ ((n : ℤ) - 1) := by
    rw [zpow_sub_one₀ (two_ne_zero), zpow_natCast, ← sub_eq_add_neg]
    field_simp
  rw [← h2, ← h1, green, green, neg_sub_neg, ← Finset.sum_sub_distrib]
  refine Finset.sum_congr rfl fun j _ => ?_
  have he : Real.exp (-(τ * (j * h))) = Real.exp (-(τ * h)) ^ j := by
    rw [← Real.exp_nat_mul]
    congr 1
    ring
  rw [← sub_mul, (spec_pointwise n j).2.2.2.2, he, neg_pow (Real.exp (-(τ * h))) j, mul_assoc]

/-- For `n ≥ 1`, `h > 0` the two spectra are nonnegative, normalized, of disjoint support
and at `ℓ¹` distance `2`, while for all `τ ≥ 0` their Green's functions differ in magnitude
by `(1 - exp(-τ h))^n / 2^(n-1)`, which is less than `2^(1-n)`. -/
theorem ill_posed_example {n : ℕ} (hn : 1 ≤ n) {h : ℝ} (hh : 0 < h) :
    (∀ j, 0 ≤ evenSpec n j ∧ 0 ≤ oddSpec n j ∧ evenSpec n j * oddSpec n j = 0) ∧
      (∑ j ∈ range (n + 1), evenSpec n j = 1 ∧ ∑ j ∈ range (n + 1), oddSpec n j = 1) ∧
      l1Dist n (evenSpec n) (oddSpec n) = 2 ∧
      ∀ τ, 0 ≤ τ →
        |green n h (evenSpec n) τ - green n h (oddSpec n) τ|
            = (1 - Real.exp (-(τ * h))) ^ n / 2 ^ ((n : ℤ) - 1) ∧
          (1 - Real.exp (-(τ * h))) ^ n / 2 ^ ((n : ℤ) - 1) < 2 ^ (1 - (n : ℤ)) := by
  refine ⟨fun j => ⟨(spec_pointwise n j).1, (spec_pointwise n j).2.1,
    (spec_pointwise n j).2.2.1⟩, spec_normalized hn, l1Dist_eq_two n, fun τ hτ => ?_⟩
  -- 0 ≤ 1 - exp(-τ h) < 1
  have hpos := Real.exp_pos (-(τ * h))
  have hle : Real.exp (-(τ * h)) ≤ 1 :=
    Real.exp_le_one_iff.mpr (neg_nonpos.mpr (mul_nonneg hτ hh.le))
  have h0 : 0 ≤ 1 - Real.exp (-(τ * h)) := by linarith
  have h1 : 1 - Real.exp (-(τ * h)) < 1 := by linarith
  have h2 : (0 : ℝ) < 2 ^ ((n : ℤ) - 1) := by positivity
  constructor
  · rw [abs_sub_comm, green_diff, abs_of_nonneg (div_nonneg (pow_nonneg h0 n) h2.le)]
  · have hp : (1 - Real.exp (-(τ * h))) ^ n < 1 := pow_lt_one₀ h0 h1 (by omega)
    have hz : (2 : ℝ) ^ (1 - (n : ℤ)) = 1 / 2 ^ ((n : ℤ) - 1) := by
      rw [one_div, ← zpow_neg, neg_sub]
    rw [hz]
    exact div_lt_div_of_pos_right hp h2

/-- For `h > 0` the difference `G_odd(τ) - G_even(τ)` tends to `2^(1-n)` as `τ → ∞`. -/
theorem green_diff_tendsto (n : ℕ) {h : ℝ} (hh : 0 < h) :
    Tendsto (fun τ => green n h (oddSpec n) τ - green n h (evenSpec n) τ) atTop
      (𝓝 (2 ^ (1 - (n : ℤ)))) := by
  have he : Tendsto (fun τ : ℝ => Real.exp (-(τ * h))) atTop (𝓝 0) :=
    Real.tendsto_exp_neg_atTop_nhds_zero.comp (tendsto_id.atTop_mul_const hh)
  have hl := ((he.const_sub 1).pow n).div_const ((2 : ℝ) ^ ((n : ℤ) - 1))
  have hz : (2 : ℝ) ^ (1 - (n : ℤ)) = (1 - 0) ^ n / 2 ^ ((n : ℤ) - 1) := by
    rw [sub_zero, one_pow, one_div, ← zpow_neg, neg_sub]
  rw [hz]
  exact hl.congr fun τ => (green_diff n h τ).symm

/-- For `h > 0` and any tolerance `ε > 0` there is `n ≥ 1` such that the even and odd spectra
are at `ℓ¹` distance `2` while their Green's functions differ by less than `ε` for all
`τ ≥ 0`. -/
theorem indistinguishable_spectra {h ε : ℝ} (hh : 0 < h) (hε : 0 < ε) :
    ∃ n, 1 ≤ n ∧ l1Dist n (evenSpec n) (oddSpec n) = 2 ∧
      ∀ τ, 0 ≤ τ → |green n h (evenSpec n) τ - green n h (oddSpec n) τ| < ε := by
  obtain ⟨m, hm⟩ := exists_pow_lt_of_lt_one hε (by norm_num : (2 : ℝ)⁻¹ < 1)
  refine ⟨m + 1, by omega, l1Dist_eq_two _, fun τ hτ => ?_⟩
  obtain ⟨h1, h2⟩ := (ill_posed_example (n := m + 1) (by omega) hh).2.2.2 τ hτ
  have hi : (1 : ℤ) - ((m + 1 : ℕ) : ℤ) = -(m : ℤ) := by
    push_cast
    ring
  have hz : (2 : ℝ) ^ (1 - ((m + 1 : ℕ) : ℤ)) = 2⁻¹ ^ m := by
    rw [hi, zpow_neg, zpow_natCast, inv_pow]
  rw [hz] at h2
  rw [h1]
  exact h2.trans hm

end

end IllPosedContinuation
```

```lean
#print axioms IllPosedContinuation.green_diff_tendsto
-- 'IllPosedContinuation.green_diff_tendsto' depends on axioms: [propext, Classical.choice, Quot.sound]
#print axioms IllPosedContinuation.indistinguishable_spectra
-- 'IllPosedContinuation.indistinguishable_spectra' depends on axioms: [propext, Classical.choice, Quot.sound]
```

## How the Lean objects match the physics

A spectrum is a function `a : ℕ → ℝ`, and `green n h a τ` is G(τ), summed over `range (n + 1)`, which is the set of indices j = 0, …, n. The definition accepts any real `h` and `τ`; the sign conditions enter only as hypotheses of the theorems. `weight n j` is w_j, `evenSpec n j` is p_j, `oddSpec n j` is q_j, and `l1Dist n a b` is ‖a − b‖₁. For j > n the binomial coefficient `n.choose j` is zero, so both spectra vanish beyond the grid.

The exponents n − 1 and 1 − n are written as `(n : ℤ) - 1` and `1 - (n : ℤ)`, that is, as integers. Subtraction of natural numbers in Lean stops at zero, and 1 − n computed there would turn the bound into 2^0 = 1 for every n ≥ 1. For the same reason `weight` is written with the factor 2 in the numerator and `2 ^ n` in the denominator.

The theorem `ill_posed_example` assumes `1 ≤ n` and `0 < h` and concludes four things. For all j both weights are non-negative and `evenSpec n j * oddSpec n j = 0`, which expresses disjoint support index by index; for h > 0 different indices are different energies. Both sums equal 1. The ℓ¹ distance equals 2. For every τ with `0 ≤ τ` the absolute difference has the closed form above, and that closed form is strictly less than 2^(1−n).

The theorem `green_diff_tendsto` states the limit τ → ∞ (the filter `atTop`) of the signed difference for `0 < h` and any n. The theorem `indistinguishable_spectra` takes h and ε first and then provides n, with the quantifier over τ inside, so that one n serves all τ ≥ 0. Its conclusion lists `1 ≤ n`, the distance and the bound; non-negativity and normalisation for that n come from `ill_posed_example`. Because h is fixed before n is chosen, the bandwidth nh grows as ε shrinks. The bound 2^(1−n) does not depend on h, however, so `ill_posed_example` applies equally with h = B/n for a prescribed bandwidth B > 0.

## How the lemmas follow the generating function

`weight_generating` is the formula for W(x). After `add_comm 1 x` the lemma `add_pow` expands (x + 1)^n, the factor 2 and the division by 2^n are moved inside the sum, and the two sums are compared term by term.

`spec_pointwise` collects the five statements at a single index. It splits on `Even j`. In the even case `hj.neg_one_pow` replaces (−1)^j by 1, in the odd case the corresponding lemma replaces it by −1, and `ring` closes the product, sum and difference. Later proofs select the sum as `.2.2.2.1` and the difference as `.2.2.2.2`.

`l1Dist_eq_two` evaluates W at x = 1 and reduces each term |w_j (−1)^j| to w_j times 1^j using `abs_mul`, `abs_pow` and w_j ≥ 0. It has no hypothesis on n. `spec_normalized` proves `hsum`, which is P + Q = 2, from x = 1 and `hdiff`, which is P − Q = 0, from x = −1. The hypothesis n ≥ 1 is used in `zero_pow hn0`, the step 0^n = 0. Then `linarith` solves the two linear equations.

`green_diff` evaluates W at x = −y. The step `h2` rewrites 2(1 − y)^n/2^n with the integer exponent n − 1, `he` is exp(−τ j h) = y^j by `Real.exp_nat_mul`, and `neg_pow` splits (−y)^j into (−1)^j y^j so that each term matches (p_j − q_j) y^j.

In `ill_posed_example` the first three parts are quoted from the lemmas. For the fourth, `hpos` and `hle` are 0 < y ≤ 1, giving `h0` and `h1`, that is 0 ≤ 1 − y < 1. The absolute value is removed by `abs_of_nonneg` after `green_diff`, and `pow_lt_one₀` gives (1 − y)^n < 1, which again needs n ≠ 0. In `green_diff_tendsto`, `he` is y → 0, and `hl` carries this limit through subtraction from 1, the n-th power and the division. In `indistinguishable_spectra`, `exists_pow_lt_of_lt_one` supplies m, the witness is `m + 1`, and `hz` identifies 2^(1−n) with (1/2)^m.

## The cases n = 0, negative τh and h = 0

The following cases are worked out by hand from the definitions and show what happens when a hypothesis is dropped.

For n = 0 the only weight is w_0 = 2, so p has total weight 2 and q is identically zero. Neither is normalised. The difference is G_odd − G_even = 0 − (−2) = 2 for all τ, equal to 2^(1−0), so the strict inequality fails as well, while the ℓ¹ distance is still 2.

For τh < 0 take n = 1, h = 1 and τ = −ln 3, or equally h = −1 and τ = ln 3. Then y = 3, G_even = −1 and G_odd = −3. The absolute difference is 2, which exceeds 2^(1−1) = 1, and it is not equal to the closed form 1 − y = −2, although the signed identity of `green_diff` still holds.

For h = 0 and n = 1 both peaks sit at zero energy and G_even = G_odd = −1 for all τ. The equality and the strict bound survive, but the difference tends to 0 and not to 1, so the limit statement needs h > 0. The index-wise disjointness no longer separates energies, since p and q then describe the same spectral function δ(ω).
